# Projection on a space containing d, Hd, …, H^(k−1)d preserves the first 2k moments ⟨d, H^m d⟩ of a Hermitian matrix H

Let H be a Hermitian n × n matrix over ℝ or ℂ, and d a vector of length n. The inner product ⟨x, y⟩ is conjugate-linear in its first slot, and Qᴴ denotes the conjugate transpose of Q. The spectral moment of order m is

μ_m = ⟨d, H^m d⟩.

In the eigenbasis of H it is the sum of E^m over the eigenvalues E, weighted by the squared overlaps of the eigenvectors with d.

Let Q be a matrix with n rows that satisfies three conditions:

- its columns are orthonormal, QᴴQ = 1;
- one of them, with index e, is the starting vector: Qδ = d, where δ is the unit vector with entry 1 at position e;
- its column span contains H^j d for every j < k.

The first two conditions give ⟨d, d⟩ = ⟨δ, QᴴQδ⟩ = 1, so d is normalised. The projected Hamiltonian is T = QᴴHQ. The claim is

⟨d, H^m d⟩ = ⟨δ, T^m δ⟩ for all m < 2k,

which for k ≥ 1 means m ≤ 2k − 1. For real matrices this reads d·H^m d = δ·T^m δ.

One application is the Tamm–Dancoff form of the Bethe–Salpeter equation, with a finite Hermitian matrix H and d the normalised vector of dipole transition elements. Consider the unbroadened spectrum with a line at each eigenvalue of H, weighted by the squared overlap of its eigenvector with d. In exact arithmetic, a Lanczos–Haydock calculation with k basis vectors retains at least the first 2k moments of this spectrum.

## Sharing the powers of H between bra and ket

The matrix QQᴴ fixes every vector in the column span, because

QQᴴ(Qc) = Q(QᴴQ)c = Qc.

**Mapping back to the full space.** For j < k,

Q T^j δ = H^j d.

At j = 0 this is Qδ = d. If it holds for j and j + 1 < k, then

Q T^(j+1) δ = QQᴴ H (Q T^j δ) = QQᴴ H^(j+1) d = H^(j+1) d,

where the last step uses that H^(j+1) d lies in the column span.

**One power further.** For j ≤ k,

T^j δ = Qᴴ H^j d.

At j = 0, Qᴴd = QᴴQδ = δ. For 1 ≤ j ≤ k, the previous identity at j − 1 gives

T^j δ = QᴴH (Q T^(j−1) δ) = QᴴH H^(j−1) d = Qᴴ H^j d.

This includes j = k, although H^k d need not lie in the span.

**The moments.** Given m < 2k, let i be the integer part of m/2 and j = m − i. Then i < k and j ≤ k. Since H and T are Hermitian,

⟨d, H^m d⟩ = ⟨H^i d, H^j d⟩ = ⟨Q T^i δ, H^j d⟩ = ⟨T^i δ, Qᴴ H^j d⟩ = ⟨T^i δ, T^j δ⟩ = ⟨δ, T^m δ⟩.

By linearity, the equality extends to every polynomial of degree below 2k.

**The next moment.** Put w = H^k d. The full moment of order 2k is ⟨w, w⟩, and the projected one is ⟨Qᴴw, Qᴴw⟩. Expanding the squared norm of the part of w outside the span gives

‖w − QQᴴw‖² = ⟨w, w⟩ − ⟨w, QQᴴw⟩ − ⟨QQᴴw, w⟩ + ⟨QQᴴw, QQᴴw⟩.

Each of the last three inner products equals ‖Qᴴw‖², so the right side is ‖w‖² − ‖Qᴴw‖², the difference of the two moments. It vanishes exactly when w = QQᴴw, that is, when w lies in the column span.

## Moments, projection and basis in Lean

The scalar type `𝕜` is ℝ or ℂ through `RCLike`. The finite types `n` and `p` index the full basis and the columns of `Q`.

```lean
import Mathlib

open Matrix

namespace LanczosHaydockMoments

noncomputable section

variable {𝕜 n p : Type*} [RCLike 𝕜] [Fintype n] [DecidableEq n] [Fintype p] [DecidableEq p]
```

`star v ⬝ᵥ w` is the inner product ⟨v, w⟩, and `*ᵥ` applies a matrix to a vector.

```lean
/-- The spectral moment `⟨v, A^m v⟩` of the matrix `A` in the state `v`. -/
def moment (A : Matrix n n 𝕜) (v : n → 𝕜) (m : ℕ) : 𝕜 :=
  star v ⬝ᵥ (A ^ m *ᵥ v)
```

The projected Hamiltonian T is `reduced H Q`.

```lean
/-- The Hamiltonian `Qᴴ H Q` projected on the columns of `Q`. -/
def reduced (H : Matrix n n 𝕜) (Q : Matrix n p 𝕜) : Matrix p p 𝕜 :=
  Qᴴ * H * Q
```

The three conditions on Q form a structure. Here `e` is a column index, and `Pi.single e 1` is the vector δ.

```lean
/-- The columns of `Q` are orthonormal, column `e` is the starting vector `d`, and their span
contains `H^j d` for all `j < k`. -/
structure IsKrylovBasis (H : Matrix n n 𝕜) (d : n → 𝕜) (Q : Matrix n p 𝕜) (e : p) (k : ℕ) :
    Prop where
  orthonormal : Qᴴ * Q = 1
  first : Q *ᵥ Pi.single e 1 = d
  span : ∀ j < k, ∃ c : p → 𝕜, Q *ᵥ c = H ^ j *ᵥ d
```

The number of columns is not tied to k: extra columns are allowed, and there may be fewer than k if the Krylov vectors are linearly dependent. The structure assumes a suitable Q; the Lanczos recursion that constructs one, the tridiagonal form of T and the loss of orthogonality in floating-point arithmetic are not treated.

## Adjoints and Hermiticity

The first lemma is ⟨Qx, y⟩ = ⟨x, Qᴴy⟩.

```lean
omit [DecidableEq n] [DecidableEq p] in
/-- A matrix moves from the left to the right slot of the inner product as its adjoint. -/
theorem adjoint_move (Q : Matrix n p 𝕜) (x : p → 𝕜) (y : n → 𝕜) :
    star (Q *ᵥ x) ⬝ᵥ y = star x ⬝ᵥ (Qᴴ *ᵥ y) := by
  rw [Matrix.star_mulVec, Matrix.dotProduct_mulVec]
```

Applied to A^i, with A Hermitian, it splits a moment into an inner product of two propagated vectors.

```lean
/-- For Hermitian `A`, the moment of order `i + j` is the inner product of `A^i v` and `A^j v`. -/
theorem moment_split {A : Matrix n n 𝕜} (hA : A.IsHermitian) (v : n → 𝕜) (i j : ℕ) :
    moment A v (i + j) = star (A ^ i *ᵥ v) ⬝ᵥ (A ^ j *ᵥ v) := by
  rw [adjoint_move, Matrix.conjTranspose_pow, hA.eq, Matrix.mulVec_mulVec, ← pow_add, moment]
```

The same splitting is needed for T, which inherits Hermiticity from H.

```lean
omit [DecidableEq n] [DecidableEq p] [Fintype p] in
/-- The projection of a Hermitian Hamiltonian is Hermitian. -/
theorem reduced_isHermitian {H : Matrix n n 𝕜} (hH : H.IsHermitian) (Q : Matrix n p 𝕜) :
    (reduced H Q).IsHermitian := by
  unfold Matrix.IsHermitian reduced
  rw [Matrix.conjTranspose_mul, Matrix.conjTranspose_mul, Matrix.conjTranspose_conjTranspose,
    hH.eq, Matrix.mul_assoc]
```

## Propagation in the small space

The next theorem is Q T^j δ = H^j d for j < k, by induction on j. The three lines of its `calc` block unfold T, insert the induction hypothesis and remove the projector.

```lean
variable {H : Matrix n n 𝕜} {d : n → 𝕜} {Q : Matrix n p 𝕜} {e : p} {k : ℕ}

/-- For `j < k`, propagating in the small space and mapping back with `Q` gives `H^j d`. -/
theorem krylov_vector (h : IsKrylovBasis H d Q e k) {j : ℕ} (hj : j < k) :
    Q *ᵥ (reduced H Q ^ j *ᵥ Pi.single e 1) = H ^ j *ᵥ d := by
  induction j with
  | zero =>
    rw [pow_zero, pow_zero, Matrix.one_mulVec, Matrix.one_mulVec]
    exact h.first
  | succ j ih =>
    have ih' := ih (by omega)
    obtain ⟨c, hc⟩ := h.span (j + 1) hj
    calc Q *ᵥ (reduced H Q ^ (j + 1) *ᵥ Pi.single e 1)
        = Q *ᵥ (Qᴴ *ᵥ (H *ᵥ (Q *ᵥ (reduced H Q ^ j *ᵥ Pi.single e 1)))) := by
          rw [pow_succ']
          simp only [reduced, Matrix.mulVec_mulVec, Matrix.mul_assoc]
      _ = Q *ᵥ (Qᴴ *ᵥ (H ^ (j + 1) *ᵥ d)) := by
          rw [ih', pow_succ', Matrix.mulVec_mulVec d H]
      -- the projector `Q Qᴴ` leaves vectors in the column span unchanged
      _ = H ^ (j + 1) *ᵥ d := by
          rw [← hc, Matrix.mulVec_mulVec c Qᴴ Q, h.orthonormal, Matrix.one_mulVec]
```

The proof turns on how the last of these lines removes QQᴴ. The field `span` does not speak of subspaces; it supplies a coefficient vector `c` with `hc : Q *ᵥ c = H ^ (j + 1) *ᵥ d`. Rewriting with `← hc` turns the goal into Q(Qᴴ(Qc)) = Qc. The lemma `Matrix.mulVec_mulVec` merges two successive applications of matrices into one application of their product, and its explicit arguments `c Qᴴ Q` select the inner pair. That pair is QᴴQ, which `h.orthonormal` replaces by 1. The outer pair QQᴴ is in general not the identity, so the grouping matters. With the span condition stated through coefficients, the projector is removed by the substitution `hc`, associativity and orthonormality.

The second identity needs no further induction. A case distinction on j suffices, with `krylov_vector` used one power lower.

```lean
/-- For `j ≤ k`, the vector propagated in the small space is the projection of `H^j d`. -/
theorem reduced_vector (h : IsKrylovBasis H d Q e k) {j : ℕ} (hj : j ≤ k) :
    reduced H Q ^ j *ᵥ Pi.single e 1 = Qᴴ *ᵥ (H ^ j *ᵥ d) := by
  cases j with
  | zero =>
    rw [pow_zero, pow_zero, Matrix.one_mulVec, Matrix.one_mulVec, ← h.first,
      Matrix.mulVec_mulVec, h.orthonormal, Matrix.one_mulVec]
  | succ j =>
    rw [pow_succ' H, ← Matrix.mulVec_mulVec, ← krylov_vector h (show j < k by omega), pow_succ']
    simp only [reduced, Matrix.mulVec_mulVec, Matrix.mul_assoc]
```

## Equality of the moments and of polynomial averages

The main theorem chooses `m / 2` and `m - m / 2` as the two exponents, and `omega` checks their bounds. The rewrites then follow the chain of equalities above: split both moments, replace H^i d by Q T^i δ and T^j δ by Qᴴ H^j d, and move Q across the inner product.

```lean
/-- The projected Hamiltonian reproduces the spectral moments of orders `0, …, 2k - 1`. -/
theorem moment_matching (hH : H.IsHermitian) (h : IsKrylovBasis H d Q e k) {m : ℕ}
    (hm : m < 2 * k) :
    moment H d m = moment (reduced H Q) (Pi.single e 1) m := by
  -- share the powers of `H` between bra and ket
  obtain ⟨i, j, hi, hj, rfl⟩ : ∃ i j, i < k ∧ j ≤ k ∧ m = i + j :=
    ⟨m / 2, m - m / 2, by omega, by omega, by omega⟩
  rw [moment_split hH, moment_split (reduced_isHermitian hH Q), ← krylov_vector h hi,
    reduced_vector h hj, adjoint_move Q]
```

For polynomials, `Polynomial.aeval A f` is f(A). The number ⟨v, f(A)v⟩ is a sum of coefficients times moments for every vector v; it is the expectation value of f(A) when v is normalised, as d and δ are.

```lean
/-- The expectation value of a polynomial in `A` is the matching combination of moments. -/
theorem polynomial_expectation (A : Matrix n n 𝕜) (v : n → 𝕜) (f : Polynomial 𝕜) :
    star v ⬝ᵥ (Polynomial.aeval A f *ᵥ v) =
      ∑ i ∈ Finset.range (f.natDegree + 1), f.coeff i * moment A v i := by
  rw [Polynomial.aeval_eq_sum_range]
  induction Finset.range (f.natDegree + 1) using Finset.induction_on with
  | empty => simp
  | insert a s ha ih =>
    rw [Finset.sum_insert ha, Finset.sum_insert ha, Matrix.add_mulVec, dotProduct_add, ih,
      Matrix.smul_mulVec, dotProduct_smul, smul_eq_mul, moment]
```

Each moment in this sum has order at most `f.natDegree`, so the main theorem applies term by term.

```lean
/-- Every polynomial of degree below `2k` has the same expectation value in the full and in the
projected problem. -/
theorem polynomial_matching (hH : H.IsHermitian) (h : IsKrylovBasis H d Q e k)
    (f : Polynomial 𝕜) (hf : f.natDegree < 2 * k) :
    star d ⬝ᵥ (Polynomial.aeval H f *ᵥ d) =
      star (Pi.single e 1 : p → 𝕜) ⬝ᵥ
        (Polynomial.aeval (reduced H Q) f *ᵥ Pi.single e 1) := by
  rw [polynomial_expectation, polynomial_expectation]
  refine Finset.sum_congr rfl fun i hi => ?_
  have hi' := Finset.mem_range.mp hi
  rw [moment_matching hH h (by omega)]
```

## The error at order 2k

The defect formula holds under the same hypotheses. In its proof, `generalize` replaces H^k d by w, and `h1`, `h2` and `h3` relate the three inner products containing the projector to ‖Qᴴw‖².

```lean
/-- The error in the moment of order `2k` is the squared norm of the part of `H^k d` outside
the column span of `Q`. -/
theorem moment_defect (hH : H.IsHermitian) (h : IsKrylovBasis H d Q e k) :
    moment H d (2 * k) - moment (reduced H Q) (Pi.single e 1) (2 * k) =
      star (H ^ k *ᵥ d - Q *ᵥ (Qᴴ *ᵥ (H ^ k *ᵥ d))) ⬝ᵥ
        (H ^ k *ᵥ d - Q *ᵥ (Qᴴ *ᵥ (H ^ k *ᵥ d))) := by
  rw [two_mul, moment_split hH, moment_split (reduced_isHermitian hH Q),
    reduced_vector h le_rfl]
  generalize H ^ k *ᵥ d = w
  -- all three terms containing the projector equal the squared norm of `Qᴴ w`
  have h1 := adjoint_move Q (Qᴴ *ᵥ w) w
  have h2 : star (Q *ᵥ (Qᴴ *ᵥ w)) ⬝ᵥ (Q *ᵥ (Qᴴ *ᵥ w)) = star (Qᴴ *ᵥ w) ⬝ᵥ (Qᴴ *ᵥ w) := by
    rw [adjoint_move Q, Matrix.mulVec_mulVec (Qᴴ *ᵥ w) Qᴴ Q, h.orthonormal, Matrix.one_mulVec]
  have h3 := adjoint_move Qᴴ w (Qᴴ *ᵥ w)
  rw [Matrix.conjTranspose_conjTranspose] at h3
  rw [star_sub, sub_dotProduct, dotProduct_sub, dotProduct_sub, h1, h2, ← h3]
  ring
```

The criterion for equality follows because a vector of zero norm vanishes. In one direction the coefficient vector is Qᴴw; in the other, the projector is removed as in `krylov_vector`.

```lean
open scoped ComplexOrder in
/-- The moment of order `2k` is reproduced exactly when `H^k d` also lies in the column span
of `Q`. -/
theorem next_moment_iff (hH : H.IsHermitian) (h : IsKrylovBasis H d Q e k) :
    moment H d (2 * k) = moment (reduced H Q) (Pi.single e 1) (2 * k) ↔
      ∃ c : p → 𝕜, Q *ᵥ c = H ^ k *ᵥ d := by
  rw [← sub_eq_zero, moment_defect hH h, dotProduct_star_self_eq_zero, sub_eq_zero]
  constructor
  · intro hw
    exact ⟨_, hw.symm⟩
  · rintro ⟨c, hc⟩
    rw [← hc, Matrix.mulVec_mulVec c Qᴴ Q, h.orthonormal, Matrix.one_mulVec]
```

## A three-site chain

The example is a single particle hopping on an open chain of three sites, with hopping amplitude 1 and zero site energies.

```lean
/-- The hopping Hamiltonian of an open chain of three sites. -/
def chain : Matrix (Fin 3) (Fin 3) ℝ := !![0, 1, 0; 1, 0, 1; 0, 1, 0]
```

The basis consists of the first two sites, which are the first two Lanczos vectors for a particle starting at the end of the chain.

```lean
/-- The first two sites of the chain as columns. -/
def sites : Matrix (Fin 3) (Fin 2) ℝ := !![1, 0; 0, 1; 0, 0]
```

With d = (1, 0, 0), one has Hd = (0, 1, 0), so the hypotheses hold for k = 2. The next vector is H²d = (1, 0, 1), with squared norm 2. The projected matrix is a two-site hop whose square is the identity, which gives a fourth moment of 1. The difference, 1, is the squared norm of the component on the third site. Moments 0 to 3 agree and moment 4 does not, so the bound m < 2k is sharp for this chain.

```lean
/-- The three-site chain started on its first site, with the first two sites as basis, meets the
hypotheses for `k = 2`; its fourth moment is 2, while the projected one is 1. -/
theorem moment_matching_witness :
    chain.IsHermitian ∧ IsKrylovBasis chain ![1, 0, 0] sites 0 2 ∧
      moment chain ![1, 0, 0] 4 = 2 ∧
      moment (reduced chain sites) (Pi.single 0 1) 4 = 1 := by
  have hH : chain.IsHermitian := by
    apply Matrix.IsHermitian.ext
    intro i j
    fin_cases i <;> fin_cases j <;> simp [chain]
  have hH2 : chain ^ 2 = !![1, 0, 1; 0, 2, 0; 1, 0, 1] := by
    rw [pow_two]
    ext i j
    fin_cases i <;> fin_cases j <;>
      norm_num [chain, Matrix.mul_apply, Fin.sum_univ_succ]
  have hT : reduced chain sites = !![0, 1; 1, 0] := by
    ext i j
    fin_cases i <;> fin_cases j <;>
      norm_num [reduced, chain, sites, Matrix.mul_apply, Fin.sum_univ_succ]
  have hT2 : (!![0, 1; 1, 0] : Matrix (Fin 2) (Fin 2) ℝ) ^ 2 = 1 := by
    rw [pow_two]
    ext i j
    fin_cases i <;> fin_cases j <;> norm_num [Matrix.mul_apply, Fin.sum_univ_succ]
  refine ⟨hH, ⟨?_, ?_, ?_⟩, ?_, ?_⟩
  · ext i j
    fin_cases i <;> fin_cases j <;>
      norm_num [sites, Matrix.mul_apply, Fin.sum_univ_succ]
  · ext i
    fin_cases i <;> simp [sites]
  · intro j hj
    interval_cases j
    · refine ⟨![1, 0], ?_⟩
      rw [pow_zero, Matrix.one_mulVec]
      ext i
      fin_cases i <;> simp [sites, Matrix.mulVec, dotProduct, Fin.sum_univ_succ]
    · refine ⟨![0, 1], ?_⟩
      rw [pow_one]
      ext i
      fin_cases i <;> simp [sites, chain, Matrix.mulVec, dotProduct, Fin.sum_univ_succ]
  · rw [show (4 : ℕ) = 2 + 2 from rfl, moment_split hH, hH2]
    norm_num [Matrix.mulVec, dotProduct, Fin.sum_univ_succ]
  · rw [hT, moment, show (4 : ℕ) = 2 * 2 from rfl, pow_mul, hT2, one_pow, Matrix.one_mulVec]
    simp [dotProduct, Fin.sum_univ_succ]

end

end LanczosHaydockMoments
```

The proof computes H², T and T² entry by entry, and gives explicit coefficients for d and Hd in the two-site basis.

```lean
#print axioms LanczosHaydockMoments.moment_matching
#print axioms LanczosHaydockMoments.polynomial_matching
#print axioms LanczosHaydockMoments.next_moment_iff
```

```
'LanczosHaydockMoments.moment_matching' depends on axioms: [propext, Classical.choice, Quot.sound]
'LanczosHaydockMoments.polynomial_matching' depends on axioms: [propext, Classical.choice, Quot.sound]
'LanczosHaydockMoments.next_moment_iff' depends on axioms: [propext, Classical.choice, Quot.sound]
```
